# The sum of e^(-2R) over the points of a simple cubic lattice converges

Let R be the distance from the origin to a point of an infinite simple cubic lattice with lattice constant a > 0. The failing theorem, `summable_exp_latticeRadius`, states that the sum of e^(-2R) over all lattice points, the origin included, converges. In atomic units e^(-2R) is the density of a hydrogen 1s electron at distance R from its nucleus, without the normalising factor 1/π. The proof uses the fact that R is at least a times the absolute value of each integer coordinate, so that each term is at most a product of three exponentials, one per coordinate. Each of these is summable over the integers by comparison with a geometric series of ratio e^(-2a/3).

An attempt in Lean 4 with a fault in it:

```lean
import Mathlib

open Filter Topology MeasureTheory

namespace SummableExpLatticeRadius

noncomputable section

/-- Distance from the origin of the point `(a x, a y, a z)` of the simple cubic lattice. -/
def latticeRadius (a : ℝ) (n : ℤ × ℤ × ℤ) : ℝ :=
  Real.sqrt ((a * (n.1 : ℝ)) ^ 2 + (a * (n.2.1 : ℝ)) ^ 2 + (a * (n.2.2 : ℝ)) ^ 2)

/-- For lattice constant `a > 0`, each coordinate of a lattice point is at most its radius in
absolute value, and every nonzero lattice point has radius at least `a`. -/
theorem latticeRadius_bounds {a : ℝ} (ha : 0 < a) (n : ℤ × ℤ × ℤ) :
    (a * |(n.1 : ℝ)| ≤ latticeRadius a n ∧ a * |(n.2.1 : ℝ)| ≤ latticeRadius a n ∧
      a * |(n.2.2 : ℝ)| ≤ latticeRadius a n) ∧ (n ≠ 0 → a ≤ latticeRadius a n) := by
  have hc (x : ℝ) (hx : (a * x) ^ 2 ≤ (a * (n.1 : ℝ)) ^ 2 + (a * (n.2.1 : ℝ)) ^ 2
      + (a * (n.2.2 : ℝ)) ^ 2) : a * |x| ≤ latticeRadius a n := by
    have h := Real.abs_le_sqrt hx
    rwa [abs_mul, abs_of_pos ha] at h
  have h1 := hc n.1 (by nlinarith [sq_nonneg (a * (n.2.1 : ℝ)), sq_nonneg (a * (n.2.2 : ℝ))])
  have h2 := hc n.2.1 (by nlinarith [sq_nonneg (a * (n.1 : ℝ)), sq_nonneg (a * (n.2.2 : ℝ))])
  have h3 := hc n.2.2 (by nlinarith [sq_nonneg (a * (n.1 : ℝ)), sq_nonneg (a * (n.2.1 : ℝ))])
  refine ⟨⟨h1, h2, h3⟩, fun hn => ?_⟩
  -- a nonzero integer coordinate has absolute value at least one
  have big (k : ℤ) (hk : k ≠ 0) (hle : a * |(k : ℝ)| ≤ latticeRadius a n) :
      a ≤ latticeRadius a n := by
    have h : (1 : ℝ) ≤ |(k : ℝ)| := by exact_mod_cast Int.one_le_abs hk
    nlinarith
  by_cases k1 : n.1 = 0
  · by_cases k2 : n.2.1 = 0
    · exact big n.2.2 (fun k3 => hn (Prod.ext k1 (Prod.ext k2 k3))) h3
    · exact big n.2.1 k2 h2
  · exact big n.1 k1 h1

/-- For `a > 0` the sum of `e^(-2R)` over the radii `R` of all lattice points converges. -/
theorem summable_exp_latticeRadius {a : ℝ} (ha : 0 < a) :
    Summable fun n : ℤ × ℤ × ℤ => Real.exp (-2 * latticeRadius a n) := by
  have hg : Summable fun n : ℕ => Real.exp (-(2 * a / 3) * (n : ℝ)) := by
    have e : (fun n : ℕ => Real.exp (-(2 * a / 3) * (n : ℝ)))
        = fun n : ℕ => Real.exp (-(2 * a / 3)) ^ n := by
      funext n
      rw [← Real.exp_nat_mul]
      congr 1
      ring
    rw [e]
    exact summable_geometric_of_lt_one (Real.exp_nonneg _)
      (Real.exp_lt_one (by linarith))
  have hf : Summable fun k : ℤ => Real.exp (-(2 * a / 3) * |(k : ℝ)|) := by
    refine Summable.of_nat_of_neg ?_ ?_ <;>
      simpa only [Int.cast_neg, Int.cast_natCast, abs_neg, Nat.abs_cast] using hg
  -- compare with a product of three geometric sequences
  have hprod := hf.mul_of_nonneg
    (hf.mul_of_nonneg hf (fun _ => Real.exp_nonneg _) (fun _ => Real.exp_nonneg _))
    (fun _ => Real.exp_nonneg _)
    (fun _ => mul_nonneg (Real.exp_nonneg _) (Real.exp_nonneg _))
  refine Summable.of_nonneg_of_le (fun _ => Real.exp_nonneg _) (fun n => ?_) hprod
  obtain ⟨⟨h1, h2, h3⟩, -⟩ := latticeRadius_bounds ha n
  rw [← Real.exp_add, ← Real.exp_add]
  exact Real.exp_le_exp.2 (by linarith)

end

end SummableExpLatticeRadius
```

Lean reports:

```
Main.lean:49:7: error(lean.unknownIdentifier): Unknown constant `Real.exp_lt_one`
```

The message says that Lean knows no constant called `Real.exp_lt_one`. The proof calls on it to show that the ratio of the geometric series, `Real.exp (-(2 * a / 3))`, is less than one, which `summable_geometric_of_lt_one` requires. The inequality is true, since the exponent is negative for a > 0, but the lemma cited for it does not exist under that name.

The repair uses `Real.exp_lt_one_iff`, which says that `Real.exp x < 1` holds exactly when `x < 0`. Its direction `.2` goes from the negative exponent to the bound on the exponential, so what remains to be shown is `-(2 * a / 3) < 0`. The existing `linarith` proves this from the hypothesis `ha : 0 < a`. Nothing else in the proof needs to change.

This version goes through:

```diff
@@ -47,5 +47,5 @@
     rw [e]
     exact summable_geometric_of_lt_one (Real.exp_nonneg _)
-      (Real.exp_lt_one (by linarith))
+      (Real.exp_lt_one_iff.2 (by linarith))
   have hf : Summable fun k : ℤ => Real.exp (-(2 * a / 3) * |(k : ℝ)|) := by
     refine Summable.of_nat_of_neg ?_ ?_ <;>
```
